# The hook Young symmetriser with a column of k + 1 among n points squares to n (n − k − 1)! k! times itself

To build a spin eigenfunction from a product of $n$ one-electron spin functions, one can apply a Young symmetriser and divide by a constant, so that a second application changes nothing. The constant is found here for hook diagrams, which have one row $A$ and one column $B$ meeting in a single cell $p$. For electron spins, hooks reach only total spin $n/2$ (for $k=0$) and $n/2-1$ (for $k=1$).

The particle labels form a finite type `α`, with $n$ = `Fintype.card α`. The symbol `𝐏 g` is the permutation $g$ as an element of the complex group algebra, not a projector.

```lean
import Mathlib

open Equiv
open scoped Nat

namespace HookYoungSymmetriser

noncomputable section

variable {α : Type*} [Fintype α] [DecidableEq α]

local notation "𝐏" => MonoidAlgebra.of ℂ (Equiv.Perm α)
```

A permutation is supported on $A$ if it fixes every point outside $A$.

```lean
/-- The permutations supported on `A`: those that fix every point outside `A`. -/
def permsOn (A : Finset α) : Finset (Perm α) :=
  Finset.univ.filter fun g => ∀ x, x ∉ A → g x = x
```

Let $a=\sum_g g$ over permutations supported on $A$, and $b=\sum_h \mathrm{sgn}(h)\,h$ over those supported on $B$. The symmetriser is $c=ab$, so antisymmetrisation acts first.

```lean
/-- The Young symmetriser `c = a b`: the sum of the permutations supported on `A`, times the
signed sum of the permutations supported on `B`. -/
def youngSymmetriser (A B : Finset α) : MonoidAlgebra ℂ (Perm α) :=
  (∑ g ∈ permsOn A, 𝐏 g) * ∑ g ∈ permsOn B, ((Perm.sign g : ℤ) : ℂ) • 𝐏 g
```

Both factors are cases of $S_\chi(A)=\sum_g\chi(g)\,g$ with $\chi(g)=\pm1$ multiplicative: $a$ is `charSum 1 A` and $b$ is `charSum Perm.sign B`.

```lean
/-- The sum of the permutations supported on `A`, weighted by a character `χ` with values `±1`. -/
def charSum (χ : Perm α →* ℤˣ) (A : Finset α) : MonoidAlgebra ℂ (Perm α) :=
  ∑ g ∈ permsOn A, ((χ g : ℤ) : ℂ) • 𝐏 g

/-- A permutation is supported on `A` exactly when it fixes every point outside `A`. -/
theorem mem_permsOn {A : Finset α} {g : Perm α} :
    g ∈ permsOn A ↔ ∀ x, x ∉ A → g x = x := by
  simp [permsOn]
```

Permuting the points of $A$ freely gives $|A|!$ terms.

```lean
/-- There are `|A|!` permutations supported on `A`. -/
theorem card_permsOn (A : Finset α) : (permsOn A).card = (A.card)! := by
  have h := Fintype.card_congr (Perm.subtypeEquivSubtypePerm (fun x => x ∈ A))
  rw [Fintype.card_perm, Fintype.card_coe, Fintype.card_subtype] at h
  exact h.symm
```

For $h$ supported on $A$, the product $hg$ runs over the same permutations as $g$. Since $\chi(h)^2=1$,
$$h\,S_\chi(A)=\sum_g\chi(g)\,hg=\chi(h)\sum_g\chi(hg)\,hg=\chi(h)\,S_\chi(A),$$
and likewise from the right. `Finset.sum_equiv` does the relabelling.

```lean
/-- A weighted sum over `A` absorbs, from either side, a permutation supported on `A`, up to the
value of the character. -/
theorem charSum_absorb (χ : Perm α →* ℤˣ) {A : Finset α} {h : Perm α} (hh : h ∈ permsOn A) :
    𝐏 h * charSum χ A = ((χ h : ℤ) : ℂ) • charSum χ A ∧
      charSum χ A * 𝐏 h = ((χ h : ℤ) : ℂ) • charSum χ A := by
  have hf := mem_permsOn.1 hh
  have hs : ((χ h : ℤ) : ℂ) * ((χ h : ℤ) : ℂ) = 1 := by
    rcases Int.units_eq_one_or (χ h) with e | e <;> simp [e]
  constructor
  · rw [charSum, Finset.mul_sum, Finset.smul_sum]
    refine Finset.sum_equiv (Equiv.mulLeft h) (fun g => ?_) (fun g _ => ?_)
    · rw [mem_permsOn, mem_permsOn]
      refine forall₂_congr fun x hx => ⟨fun e => ?_, fun e => ?_⟩
      · change h (g x) = x
        rw [e, hf x hx]
      · exact h.injective (Eq.trans e (hf x hx).symm)
    · have e : ((χ h : ℤ) : ℂ) * (((χ h : ℤ) : ℂ) * ((χ g : ℤ) : ℂ)) = ((χ g : ℤ) : ℂ) := by
        linear_combination ((χ g : ℤ) : ℂ) * hs
      simp only [Equiv.coe_mulLeft, map_mul, Units.val_mul, Int.cast_mul, mul_smul_comm,
        smul_smul, e]
  · rw [charSum, Finset.sum_mul, Finset.smul_sum]
    refine Finset.sum_equiv (Equiv.mulRight h) (fun g => ?_) (fun g _ => ?_)
    · rw [mem_permsOn, mem_permsOn]
      refine forall₂_congr fun x hx => ?_
      change g x = x ↔ g (h x) = x
      rw [hf x hx]
    · have e : ((χ h : ℤ) : ℂ) * (((χ g : ℤ) : ℂ) * ((χ h : ℤ) : ℂ)) = ((χ g : ℤ) : ℂ) := by
        linear_combination ((χ g : ℤ) : ℂ) * hs
      simp only [Equiv.coe_mulRight, map_mul, Units.val_mul, Int.cast_mul, smul_mul_assoc,
        smul_smul, e]
```

If $A'\subseteq A$, each term of $S_\chi(A')$ therefore contributes $\chi(g)^2=1$, so $S_\chi(A')S_\chi(A)=|A'|!\,S_\chi(A)$, in either order.

```lean
/-- If `A'` lies in `A`, the weighted sum over `A'` acts on the one over `A`, from either side,
as the number `|A'|!`. -/
theorem charSum_nested (χ : Perm α →* ℤˣ) {A' A : Finset α} (hA : A' ⊆ A) :
    charSum χ A' * charSum χ A = ((A'.card)! : ℂ) • charSum χ A ∧
      charSum χ A * charSum χ A' = ((A'.card)! : ℂ) • charSum χ A := by
  have key : ∀ g ∈ permsOn A', g ∈ permsOn A := fun g hg =>
    mem_permsOn.2 fun x hx => mem_permsOn.1 hg x fun h => hx (hA h)
  have hs : ∀ g, ((χ g : ℤ) : ℂ) * ((χ g : ℤ) : ℂ) = 1 := fun g => by
    rcases Int.units_eq_one_or (χ g) with e | e <;> simp [e]
  constructor
  · have h : ∀ g ∈ permsOn A', (((χ g : ℤ) : ℂ) • 𝐏 g) * charSum χ A = charSum χ A :=
      fun g hg => by
        rw [smul_mul_assoc, (charSum_absorb χ (key g hg)).1, smul_smul, hs, one_smul]
    change (∑ g ∈ permsOn A', ((χ g : ℤ) : ℂ) • 𝐏 g) * charSum χ A = _
    rw [Finset.sum_mul, Finset.sum_congr rfl h, Finset.sum_const, card_permsOn,
      ← Nat.cast_smul_eq_nsmul ℂ]
  · have h : ∀ g ∈ permsOn A', charSum χ A * (((χ g : ℤ) : ℂ) • 𝐏 g) = charSum χ A :=
      fun g hg => by
        rw [mul_smul_comm, (charSum_absorb χ (key g hg)).2, smul_smul, hs, one_smul]
    change charSum χ A * (∑ g ∈ permsOn A', ((χ g : ℤ) : ℂ) • 𝐏 g) = _
    rw [Finset.mul_sum, Finset.sum_congr rfl h, Finset.sum_const, card_permsOn,
      ← Nat.cast_smul_eq_nsmul ℂ]
```

Sort the permutations by $x=g(p)$. Then $g=(p\,x)\,h$, where $h=(p\,x)\,g$ fixes $p$ and $(p\,p)$ means the identity. Hence
$$S_\chi(A)=\sum_{x\in A}\chi\big((p\,x)\big)\,(p\,x)\;S_\chi(A\setminus\{p\}).$$

```lean
/-- For `p` in `A`, the weighted sum over `A` is the sum of the exchanges `(p x)`, `x` in `A`, each
multiplied by its character value (`(p p)` is the identity), times the weighted sum over `A` without
`p`. -/
theorem charSum_split (χ : Perm α →* ℤˣ) {A : Finset α} {p : α} (hp : p ∈ A) :
    charSum χ A =
      (∑ x ∈ A, ((χ (swap p x) : ℤ) : ℂ) • 𝐏 (swap p x)) * charSum χ (A.erase p) := by
  rw [charSum, charSum, Finset.sum_mul_sum, ← Finset.sum_product']
  -- a permutation `g` corresponds to the pair of `g p` and `(p, g p) g`
  refine Finset.sum_nbij' (fun g => (g p, swap p (g p) * g)) (fun q => swap p q.1 * q.2)
    ?_ ?_ ?_ ?_ ?_
  · intro g hg
    have hf := mem_permsOn.1 hg
    have hgp : g p ∈ A := by
      by_contra h
      exact h (by rw [g.injective (hf _ h)]; exact hp)
    refine Finset.mem_product.2 ⟨hgp, mem_permsOn.2 fun y hy => ?_⟩
    change swap p (g p) (g y) = y
    by_cases e : y = p
    · rw [e, swap_apply_right]
    · have hyA : y ∉ A := fun h => hy (Finset.mem_erase.2 ⟨e, h⟩)
      rw [hf y hyA]
      exact swap_apply_of_ne_of_ne e (fun h => hyA (by rw [h]; exact hgp))
  · rintro ⟨x, h⟩ hq
    obtain ⟨hx, hh⟩ := Finset.mem_product.1 hq
    refine mem_permsOn.2 fun y hy => ?_
    change swap p x (h y) = y
    have e : h y = y := mem_permsOn.1 hh y fun h' => hy (Finset.mem_of_mem_erase h')
    rw [e]
    exact swap_apply_of_ne_of_ne (fun e => hy (by rw [e]; exact hp))
      (fun e => hy (by rw [e]; exact hx))
  · intro g _
    change swap p (g p) * (swap p (g p) * g) = g
    rw [← mul_assoc, swap_mul_self, one_mul]
  · rintro ⟨x, h⟩ hq
    have hp' : h p = p := mem_permsOn.1 (Finset.mem_product.1 hq).2 p (by simp)
    have e : (swap p x * h) p = x := by rw [Perm.mul_apply, hp', swap_apply_left]
    dsimp only
    rw [e, ← mul_assoc, swap_mul_self, one_mul]
  · intro g _
    have e : g = swap p (g p) * (swap p (g p) * g) := by
      rw [← mul_assoc, swap_mul_self, one_mul]
    dsimp only
    conv_lhs => rw [e]
    simp only [map_mul, Units.val_mul, Int.cast_mul, smul_mul_smul_comm]
```

Permutations with disjoint supports commute.

```lean
/-- A permutation supported on `A` commutes with the weighted sum over a set disjoint from `A`. -/
theorem charSum_comm (χ : Perm α →* ℤˣ) {A B : Finset α} (hAB : Disjoint A B) {g : Perm α}
    (hg : g ∈ permsOn A) : 𝐏 g * charSum χ B = charSum χ B * 𝐏 g := by
  rw [charSum, Finset.mul_sum, Finset.sum_mul]
  refine Finset.sum_congr rfl fun h hh => ?_
  have hc : g * h = h * g := by
    refine (Perm.Disjoint.commute (fun x => ?_)).eq
    by_cases hx : x ∈ A
    · exact Or.inr (mem_permsOn.1 hh x (Finset.disjoint_left.1 hAB hx))
    · exact Or.inl (mem_permsOn.1 hg x hx)
  rw [mul_smul_comm, smul_mul_assoc, ← map_mul, ← map_mul, hc]
```

Let $x\in A$, $x\neq p$, $|B|=k+1$, and let $b'$ be the signed sum for $B\setminus\{p\}$. It commutes with $(p\,x)$, and $b'b=k!\,b$, so
$$ab\,(p\,x)\,b=k!\sum_{y\in B}\mathrm{sgn}\big((p\,y)\big)\,a\,(p\,y)(p\,x)\,b.$$
For $y\ne p$, $(p\,y)(p\,x)=(p\,x)(x\,y)=(x\,y)(p\,y)$. As $a(p\,x)=a$ and $(p\,y)b=-b$, the product $a(p\,y)(p\,x)b$ equals both $a(x\,y)b$ and $-a(x\,y)b$, and vanishes; in Lean, `f1` and `f2` are averaged. The term $y=p$ leaves $k!\,ab$.

```lean
/-- Let `A` and `B` share only the point `p`, and let `x` be another point of `A`. Then
`a b (p x) b = (|B| - 1)! a b`. -/
theorem exchange_between {A B : Finset α} {p x : α} (hAB : A ∩ B = {p}) (hx : x ∈ A)
    (hxp : x ≠ p) :
    charSum 1 A * charSum Perm.sign B * 𝐏 (swap p x) * charSum Perm.sign B =
      (((B.erase p).card)! : ℂ) • (charSum 1 A * charSum Perm.sign B) := by
  have hp : p ∈ A ∩ B := by rw [hAB]; exact Finset.mem_singleton_self p
  obtain ⟨hpA, hpB⟩ := Finset.mem_inter.1 hp
  have hd : Disjoint A (B.erase p) := Finset.disjoint_left.2 fun y hy hy' => by
    have h := Finset.mem_inter.2 ⟨hy, Finset.mem_of_mem_erase hy'⟩
    rw [hAB] at h
    exact (Finset.mem_erase.1 hy').1 (Finset.mem_singleton.1 h)
  have hsw : ∀ (C : Finset α) (u v : α), u ∈ C → v ∈ C → swap u v ∈ permsOn C :=
    fun C u v hu hv => mem_permsOn.2 fun y hy => swap_apply_of_ne_of_ne
      (fun e => hy (by rw [e]; exact hu)) (fun e => hy (by rw [e]; exact hv))
  have ha := (charSum_absorb 1 (hsw A p x hpA hx)).2
  simp only [MonoidHom.one_apply, Units.val_one, Int.cast_one, one_smul] at ha
  have hb : ∀ y ∈ B, y ≠ p → 𝐏 (swap p y) * charSum Perm.sign B = -charSum Perm.sign B := by
    intro y hy hyp
    rw [(charSum_absorb Perm.sign (hsw B p y hpB hy)).1, Perm.sign_swap (Ne.symm hyp)]
    simp only [Units.val_neg, Units.val_one, Int.cast_neg, Int.cast_one, neg_smul, one_smul]
  have hsplit := charSum_split Perm.sign hpB
  have hcomm := charSum_comm Perm.sign hd (hsw A p x hpA hx)
  have hnest := (charSum_nested Perm.sign (Finset.erase_subset p B)).1
  generalize charSum 1 A = a at *
  generalize charSum Perm.sign (B.erase p) = b' at *
  generalize charSum Perm.sign B = b at *
  obtain ⟨T, hT⟩ : ∃ T, T = ∑ y ∈ B, ((Perm.sign (swap p y) : ℤ) : ℂ) • 𝐏 (swap p y) :=
    ⟨_, rfl⟩
  rw [← hT] at hsplit
  -- terms with `y ≠ p` equal their own negatives
  have hz : ∀ y ∈ B, y ≠ p → a * 𝐏 (swap p y) * 𝐏 (swap p x) * b = 0 := by
    intro y hy hyp
    have hxy : x ≠ y := fun e =>
      Finset.disjoint_left.1 hd hx (by rw [e]; exact Finset.mem_erase.2 ⟨hyp, hy⟩)
    have e1 : swap p x * swap x y = swap p y * swap p x := by
      rw [mul_swap_eq_swap_mul, swap_apply_right, swap_apply_of_ne_of_ne hyp hxy.symm]
    have e2 : swap p y * swap p x = swap x y * swap p y := by
      rw [mul_swap_eq_swap_mul, swap_apply_left, swap_apply_of_ne_of_ne hxp hxy, swap_comm y x]
    have q1 : 𝐏 (swap p y) * 𝐏 (swap p x) = 𝐏 (swap p x) * 𝐏 (swap x y) := by
      rw [← map_mul, ← map_mul, e1]
    have q2 : 𝐏 (swap p y) * 𝐏 (swap p x) = 𝐏 (swap x y) * 𝐏 (swap p y) := by
      rw [← map_mul, ← map_mul, e2]
    have f1 : a * 𝐏 (swap p y) * 𝐏 (swap p x) * b = a * 𝐏 (swap x y) * b := by
      rw [mul_assoc a, q1, ← mul_assoc, ha]
    have f2 : a * 𝐏 (swap p y) * 𝐏 (swap p x) * b = -(a * 𝐏 (swap x y) * b) := by
      rw [mul_assoc a, q2, ← mul_assoc, mul_assoc _ _ b, hb y hy hyp, mul_neg]
    linear_combination (norm := module) (1 / 2 : ℂ) • f1 + (1 / 2 : ℂ) • f2
  have h2 : a * (T * 𝐏 (swap p x) * b) = a * b := by
    rw [hT, Finset.sum_mul, Finset.sum_mul, Finset.mul_sum, Finset.sum_eq_single p]
    · have e : swap p p = 1 := swap_self p
      rw [e, map_one, map_one, Units.val_one, Int.cast_one, one_smul, one_mul, ← mul_assoc, ha]
    · intro y hy hyp
      rw [smul_mul_assoc, smul_mul_assoc, mul_smul_comm, ← mul_assoc, ← mul_assoc,
        hz y hy hyp, smul_zero]
    · intro h
      exact absurd hpB h
  calc a * b * 𝐏 (swap p x) * b = a * (T * b' * 𝐏 (swap p x) * b) := by
        rw [← hsplit]; simp only [mul_assoc]
    _ = a * (T * 𝐏 (swap p x) * (b' * b)) := by
        rw [mul_assoc T b', ← hcomm]; simp only [mul_assoc]
    _ = _ := by rw [hnest, mul_smul_comm, mul_smul_comm, h2]
```

Now let $A\cup B$ be all $n$ points, so $|A|=n-k$. Write $a=\sum_{x\in A}(p\,x)\,a'$, where $a'$ is the plain sum for $A\setminus\{p\}$ and commutes with $b$:
$$c^2=\Big[ab\sum_{x\in A}(p\,x)\,b\Big]a'.$$
The term $x=p$ gives $ab\,b=(k+1)!\,ab$; the other $n-k-1$ terms give $k!\,ab$ each. The bracket (`hkey`) is $n\,k!\,ab$. Finally $ab\,a'=aa'b=(n-k-1)!\,ab$.

```lean
/-- Hook-shape Young symmetriser: if `A` and `B` cover all `n` points, share exactly one point,
and `B` has `k + 1` points, then `c² = n (n - k - 1)! k! c`. -/
theorem youngSymmetriser_sq {A B : Finset α} {p : α} {k : ℕ} (hU : A ∪ B = Finset.univ)
    (hAB : A ∩ B = {p}) (hB : B.card = k + 1) :
    youngSymmetriser A B * youngSymmetriser A B =
      ((Fintype.card α * (Fintype.card α - k - 1)! * (k)! : ℕ) : ℂ) • youngSymmetriser A B := by
  have hp : p ∈ A ∩ B := by rw [hAB]; exact Finset.mem_singleton_self p
  obtain ⟨hpA, hpB⟩ := Finset.mem_inter.1 hp
  have hcB : (B.erase p).card = k := by rw [Finset.card_erase_of_mem hpB, hB]; rfl
  have hn : Fintype.card α = (A.erase p).card + k + 1 := by
    have h := Finset.card_union_add_card_inter A B
    rw [hU, hAB, Finset.card_univ, Finset.card_singleton, hB] at h
    have h' := Finset.card_erase_add_one hpA
    omega
  have hm : Fintype.card α - k - 1 = (A.erase p).card := by omega
  have hd : Disjoint (A.erase p) B := Finset.disjoint_left.2 fun y hy hy' => by
    have h := Finset.mem_inter.2 ⟨Finset.mem_of_mem_erase hy, hy'⟩
    rw [hAB] at h
    exact (Finset.mem_erase.1 hy).1 (Finset.mem_singleton.1 h)
  have hc : youngSymmetriser A B = charSum 1 A * charSum Perm.sign B := by
    simp only [youngSymmetriser, charSum, MonoidHom.one_apply, Units.val_one, Int.cast_one,
      one_smul]
  have hcomm : charSum 1 (A.erase p) * charSum Perm.sign B =
      charSum Perm.sign B * charSum 1 (A.erase p) := by
    obtain ⟨b, hb⟩ : ∃ b, b = charSum Perm.sign B := ⟨_, rfl⟩
    rw [← hb, charSum, Finset.sum_mul, Finset.mul_sum]
    refine Finset.sum_congr rfl fun g hg => ?_
    rw [smul_mul_assoc, mul_smul_comm, hb, charSum_comm Perm.sign hd hg]
  have hx : ∀ x ∈ A.erase p, charSum 1 A * charSum Perm.sign B * 𝐏 (swap p x) *
      charSum Perm.sign B = ((k)! : ℂ) • (charSum 1 A * charSum Perm.sign B) := fun x hx => by
    rw [exchange_between hAB (Finset.mem_of_mem_erase hx) (Finset.mem_erase.1 hx).1, hcB]
  have hsplit := charSum_split 1 hpA
  simp only [MonoidHom.one_apply, Units.val_one, Int.cast_one, one_smul] at hsplit
  have haa := (charSum_nested 1 (Finset.erase_subset p A)).2
  have hbb := (charSum_nested Perm.sign (Finset.Subset.refl B)).1
  rw [hB] at hbb
  rw [hc, hm]
  generalize charSum 1 (A.erase p) = a' at *
  generalize charSum 1 A = a at *
  generalize charSum Perm.sign B = b at *
  -- the exchanges `(p x)` together contribute the factor `n k!`
  have hkey : a * b * (∑ x ∈ A, 𝐏 (swap p x)) * b =
      ((Fintype.card α : ℂ) * ((k)! : ℂ)) • (a * b) := by
    have e : swap p p = 1 := swap_self p
    rw [Finset.mul_sum, Finset.sum_mul, ← Finset.add_sum_erase A _ hpA,
      Finset.sum_congr rfl hx, Finset.sum_const, e, map_one, mul_one, mul_assoc a b b, hbb,
      mul_smul_comm, ← Nat.cast_smul_eq_nsmul ℂ, hn, Nat.factorial_succ]
    push_cast
    module
  calc a * b * (a * b) = a * b * ((∑ x ∈ A, 𝐏 (swap p x)) * a' * b) := by rw [← hsplit]
    _ = a * b * (∑ x ∈ A, 𝐏 (swap p x)) * b * a' := by
        rw [mul_assoc _ a' b, hcomm]; simp only [mul_assoc]
    _ = ((Fintype.card α : ℂ) * ((k)! : ℂ)) • (a * a' * b) := by
        rw [hkey, smul_mul_assoc, mul_assoc a b a', ← hcomm, mul_assoc a a' b]
    _ = _ := by
        rw [haa, smul_mul_assoc, smul_smul]
        congr 1
        push_cast
        ring
```

In the smallest case, $n=1$ and $k=0$, $c$ is the identity and the factor is 1. For $n=2$, $k=1$, $c=1-(1\,2)$ and $c^2=2c$.

The identity appears in $c$ when $gh=1$. Then $g=h^{-1}$ is supported on both $A$ and $B$, can move at most $p$, and so is the identity. Its coefficient is 1, read off in Lean as a matrix element of the regular representation; hence $c\neq0$.

```lean
/-- If `A` and `B` share exactly one point, the Young symmetriser is not zero. -/
theorem youngSymmetriser_ne_zero {A B : Finset α} {p : α} (hAB : A ∩ B = {p}) :
    youngSymmetriser A B ≠ 0 := by
  -- the regular representation reads off the coefficient of the identity
  let ρ : Perm α →* Matrix (Perm α) (Perm α) ℂ :=
    { toFun := fun g => Matrix.of fun x y => if x = g * y then 1 else 0
      map_one' := by ext x y; simp [Matrix.one_apply]
      map_mul' := fun g h => by ext x y; simp [Matrix.mul_apply, mul_assoc] }
  obtain ⟨F, hF⟩ : ∃ F : MonoidAlgebra ℂ (Perm α) →ₐ[ℂ] Matrix (Perm α) (Perm α) ℂ,
      ∀ g, F (𝐏 g) = ρ g := ⟨MonoidAlgebra.lift _ _ _ ρ, fun g => by simp⟩
  have hF1 : ∀ g, F (𝐏 g) 1 1 = if g = 1 then 1 else 0 := fun g => by
    rw [hF]
    simp [ρ, eq_comm]
  have hm : ∀ g h : Perm α, 𝐏 g * 𝐏 h = 𝐏 (g * h) := fun g h => (map_mul _ g h).symm
  have h1 : F (youngSymmetriser A B) 1 1 = 1 := by
    rw [youngSymmetriser, Finset.sum_mul_sum]
    simp only [map_sum, Matrix.sum_apply, mul_smul_comm, hm, map_smul, Matrix.smul_apply, hF1]
    rw [Finset.sum_eq_single 1, Finset.sum_eq_single 1]
    · simp
    · intro h _ hh
      simp [hh]
    · intro h
      exact absurd (mem_permsOn.2 fun _ _ => rfl) h
    · intro g hg hg1
      refine Finset.sum_eq_zero fun h hh => ?_
      rw [if_neg, smul_zero]
      intro e
      have fix : ∀ y, y ≠ p → g y = y := by
        intro y hy
        by_cases hyA : y ∈ A
        · have hyB : y ∉ B := fun hB => by
            have h' := Finset.mem_inter.2 ⟨hyA, hB⟩
            rw [hAB] at h'
            exact hy (Finset.mem_singleton.1 h')
          have h' : g (h y) = y := by rw [← Perm.mul_apply, e, Perm.one_apply]
          rwa [mem_permsOn.1 hh y hyB] at h'
        · exact mem_permsOn.1 hg y hyA
      refine hg1 (Equiv.ext fun y => ?_)
      change g y = y
      by_contra hne
      have hy : y = p := by
        by_contra h'
        exact hne (fix y h')
      exact hne (g.injective (fix (g y) (by rw [← hy]; exact hne)))
    · intro h
      exact absurd (mem_permsOn.2 fun _ _ => rfl) h
  intro h0
  rw [h0, map_zero] at h1
  simp at h1
```

With $N=n\,(n-k-1)!\,k!$, $(c/N)^2=Nc/N^2=c/N$.

```lean
/-- If `A` and `B` cover all `n` points, share exactly one point, and `B` has `k + 1` points, then
`c` divided by `n (n - k - 1)! k!` is a non-zero idempotent. -/
theorem normalised_idempotent {A B : Finset α} {p : α} {k : ℕ} (hU : A ∪ B = Finset.univ)
    (hAB : A ∩ B = {p}) (hB : B.card = k + 1) :
    IsIdempotentElem (((Fintype.card α * (Fintype.card α - k - 1)! * (k)! : ℕ) : ℂ)⁻¹ •
        youngSymmetriser A B) ∧
      ((Fintype.card α * (Fintype.card α - k - 1)! * (k)! : ℕ) : ℂ)⁻¹ •
        youngSymmetriser A B ≠ 0 := by
  have : Nonempty α := ⟨p⟩
  have hN : ((Fintype.card α * (Fintype.card α - k - 1)! * (k)! : ℕ) : ℂ) ≠ 0 :=
    Nat.cast_ne_zero.2 (mul_ne_zero (mul_ne_zero Fintype.card_ne_zero
      (Nat.factorial_ne_zero _)) (Nat.factorial_ne_zero _))
  refine ⟨?_, smul_ne_zero (inv_ne_zero hN) (youngSymmetriser_ne_zero hAB)⟩
  rw [IsIdempotentElem, smul_mul_smul_comm, youngSymmetriser_sq hU hAB hB, smul_smul, mul_assoc,
    inv_mul_cancel₀ hN, mul_one]

end

end HookYoungSymmetriser
```

Using $c/N$ on wavefunctions requires a representation of the permutations on them, and a particular product function may still be sent to zero.

```lean
#print axioms HookYoungSymmetriser.youngSymmetriser_sq
#print axioms HookYoungSymmetriser.normalised_idempotent
```

```
'HookYoungSymmetriser.youngSymmetriser_sq' depends on axioms: [propext, Classical.choice, Quot.sound]
'HookYoungSymmetriser.normalised_idempotent' depends on axioms: [propext, Classical.choice, Quot.sound]
```
